# Differences of Hermitian idempotent density matrices are tangent up to a quadratic error

When an SCF step replaces the density matrix $P$ by $Q$, how much of the change $D = Q - P$ lies outside the tangent space at $P$, whose directions are the first-order effects of orbital rotations? The question needs a definition of the tangent part of a matrix $X$. Here it is the double commutator $[P,[P,X]]$, and the normal part is the remainder.

For Hermitian idempotent $P$ and idempotent $Q$, the normal part of $D$ is $(1-2P)D^2$, with Frobenius norm at most $\|D\|^2$. Thus, for idempotent densities in a finite orthonormal basis, a linearised orbital rotation captures a small density change up to a quadratic error. In an atomic-orbital basis with overlap, the results as stated apply to the densities after transformation to an orthonormal basis; that step is assumed here.

## Tangent and normal parts

The algebra needs no matrices, so `R` is any ring, not necessarily commutative.

In Lean 4 with Mathlib:

```lean
import Mathlib

open Matrix

namespace DensityNormalPart

noncomputable section

section Algebra

variable {R : Type*} [Ring R]
```

The commutator $[A,B] = AB - BA$ is called `bracket`.

```lean
/-- The commutator `[A, B] = AB - BA`. -/
def bracket (A B : R) : R := A * B - B * A
```

For $P^2 = P$, the double commutator expands to $[P,[P,X]] = PX + XP - 2PXP$. This keeps the occupied-virtual blocks of $X$.

```lean
/-- The double commutator `[P, [P, X]]`, the tangent part of `X` at the density `P`. -/
def tangentPart (P X : R) : R := bracket P (bracket P X)
```

The remainder is $N = X - PX - XP + 2PXP = PXP + (1-P)X(1-P)$, the occupied-occupied and virtual-virtual blocks.

```lean
/-- The normal part of `X` at the density `P`: what is left after removing the tangent part. -/
def normalPart (P X : R) : R := X - tangentPart P X
```

Requiring $(P+\varepsilon T)^2 = P+\varepsilon T$ to first order in $\varepsilon$ gives $PT+TP=T$. The double commutator satisfies this condition, because $PT = PX - PXP$ and $TP = XP - PXP$ add up to $T$. For Hermitian matrices $P$ and $X$ it is also the first-order effect of an orbital rotation: $\kappa = [X,P]$ is anti-Hermitian, and $e^{\kappa}Pe^{-\kappa} = P + [\kappa,P] + \cdots$ with $[\kappa,P] = [P,[P,X]]$. In the proof, `simp only` expands the products and applies $P^2=P$, also inside longer words through `h1`; `abel` collects the terms.

```lean
/-- For idempotent `P`, the double commutator `T = [P, [P, X]]` satisfies the linearised
idempotency condition `PT + TP = T`. -/
theorem tangentPart_tangent {P : R} (hP : P * P = P) (X : R) :
    P * tangentPart P X + tangentPart P X * P = tangentPart P X := by
  have h1 : ∀ Y, P * (P * Y) = P * Y := fun Y => by rw [← mul_assoc, hP]
  simp only [tangentPart, bracket, mul_sub, sub_mul, mul_assoc, hP, h1]
  abel
```

## The normal part of a density difference

Put $X = D = Q-P$ and use both idempotency conditions:

$$N = Q - P - PQ - QP + 2PQP.$$

On the other side, $D^2 = Q - QP - PQ + P$, so

$$(1-2P)D^2 = D^2 - 2PQ + 2PQP + 2PQ - 2P = Q - P - PQ - QP + 2PQP.$$

The two agree. The proof performs the same expansion.

```lean
/-- For idempotents `P` and `Q`, the normal part of the difference `D = Q - P` is
`(1 - 2P) D²`. -/
theorem normalPart_diff {P Q : R} (hP : P * P = P) (hQ : Q * Q = Q) :
    normalPart P (Q - P) = (1 - 2 * P) * (Q - P) ^ 2 := by
  have h1 : ∀ Y, P * (P * Y) = P * Y := fun Y => by rw [← mul_assoc, hP]
  -- expand everything into words in P and Q and reduce by idempotency
  simp only [normalPart, tangentPart, bracket, sq, two_mul, mul_sub, sub_mul, add_mul,
    one_mul, mul_assoc, hP, hQ, h1]
  abel

end Algebra
```

## Orthogonality in the trace inner product

Matrices now have real or complex entries (`𝕜`) and a finite index type `n`. The norm is $\|A\| = \big(\sum_{ij}|A_{ij}|^2\big)^{1/2}$.

```lean
section Norm

variable {𝕜 n : Type*} [RCLike 𝕜] [Fintype n]

/-- The Frobenius norm: the square root of the sum of the squared moduli of all entries. -/
def frobNorm (A : Matrix n n 𝕜) : ℝ := √(∑ i, ∑ j, ‖A i j‖ ^ 2)
```

Let $P$ be Hermitian and $PT+TP=T$. Taking adjoints, $S = T^\dagger$ satisfies $PS+SP=S$. Multiplying by $P$ on both sides gives $2PSP = PSP$, so $PSP=0$. The normal part commutes with $P$, since $PN = PXP = NP$. Hence

$$\operatorname{tr}(SPN) = \operatorname{tr}(SPNP) = \operatorname{tr}(PSPN) = 0,$$

$$\operatorname{tr}(PSN) = \operatorname{tr}(SNP) = \operatorname{tr}(SPN) = 0,$$

and the sum is $\operatorname{tr}(T^\dagger N)=0$. These are `hS`, `hS0`, `hN`, `ha` and `hb`. The theorem admits non-Hermitian $T$ too; tangents to the set of Hermitian idempotent densities are the Hermitian solutions.

```lean
/-- At a Hermitian idempotent `P`, the normal part of any matrix `X` is orthogonal, in the trace
inner product, to every `T` with `PT + TP = T`. -/
theorem normalPart_orthogonal [DecidableEq n] {P T : Matrix n n 𝕜} (hPh : P.IsHermitian)
    (hP : P * P = P) (hT : P * T + T * P = T) (X : Matrix n n 𝕜) :
    trace (Tᴴ * normalPart P X) = 0 := by
  have h1 : ∀ Y, P * (P * Y) = P * Y := fun Y => by rw [← mul_assoc, hP]
  -- the adjoint of a tangent matrix is tangent
  have hS : P * Tᴴ + Tᴴ * P = Tᴴ := by
    have h := congrArg conjTranspose hT
    rw [conjTranspose_add, conjTranspose_mul, conjTranspose_mul, hPh.eq] at h
    rw [add_comm]
    exact h
  -- the normal part commutes with P
  have hN : P * normalPart P X = normalPart P X * P := by
    simp only [normalPart, tangentPart, bracket, mul_sub, sub_mul, mul_assoc, hP, h1]
    abel
  generalize normalPart P X = N at hN ⊢
  generalize Tᴴ = S at hS ⊢
  -- a tangent matrix has no occupied-occupied block
  have hS0 : P * (S * P) = 0 := by
    have h := congrArg (fun Z => P * Z * P) hS
    simp only [mul_add, add_mul, mul_assoc, hP, h1] at h
    linear_combination (norm := abel) h
  have ha : trace (S * P * N) = 0 := by
    have e : S * P * N = S * P * N * P := by
      simp only [mul_assoc, ← hN, h1]
    rw [e, trace_mul_comm, show P * (S * P * N) = P * (S * P) * N by simp only [mul_assoc],
      hS0, zero_mul, trace_zero]
  have hb : trace (P * S * N) = 0 := by
    rw [mul_assoc, trace_mul_comm, mul_assoc, ← hN, ← mul_assoc]
    exact ha
  rw [← hS, add_mul, trace_add, ha, hb, add_zero]
```

The tangent part could also have been defined as the trace-orthogonal projection onto the solutions of $PT+TP=T$. For Hermitian $P$ this gives the same matrix, but the double commutator would then be a result to derive, and the definition would need an inner product that a general ring lacks.

## The quadratic bound

Summing $\overline{A_{ij}}A_{ij}$ over all entries gives $\|A\|^2 = \operatorname{tr}(A^\dagger A)$.

```lean
/-- The squared Frobenius norm of `A` is the trace of `A†A`. -/
theorem frobNorm_sq_eq_trace (A : Matrix n n 𝕜) :
    ((frobNorm A ^ 2 : ℝ) : 𝕜) = trace (Aᴴ * A) := by
  rw [frobNorm, Real.sq_sqrt (by positivity), Finset.sum_comm]
  simp [Matrix.trace, Matrix.mul_apply, RCLike.conj_mul]
```

For each entry of a product, the triangle and Cauchy-Schwarz inequalities give

$$\Big|\sum_k A_{ik}B_{kj}\Big|^2 \le \sum_k|A_{ik}|^2\,\sum_k|B_{kj}|^2.$$

Summing over $i$ and $j$ yields $\|AB\|\le\|A\|\,\|B\|$.

```lean
/-- The Frobenius norm of a product is at most the product of the Frobenius norms. -/
theorem frobNorm_mul_le (A B : Matrix n n 𝕜) :
    frobNorm (A * B) ≤ frobNorm A * frobNorm B := by
  unfold frobNorm
  rw [← Real.sqrt_mul (by positivity)]
  apply Real.sqrt_le_sqrt
  have hB : ∑ k, ∑ j, ‖B k j‖ ^ 2 = ∑ j, ∑ k, ‖B k j‖ ^ 2 := Finset.sum_comm
  rw [hB, Finset.sum_mul_sum]
  refine Finset.sum_le_sum fun i _ => Finset.sum_le_sum fun j _ => ?_
  rw [Matrix.mul_apply]
  -- triangle inequality, then Cauchy-Schwarz, for each entry
  calc ‖∑ k, A i k * B k j‖ ^ 2 ≤ (∑ k, ‖A i k‖ * ‖B k j‖) ^ 2 :=
        pow_le_pow_left₀ (norm_nonneg _)
          ((norm_sum_le _ _).trans_eq (by simp only [norm_mul])) 2
    _ ≤ (∑ k, ‖A i k‖ ^ 2) * ∑ k, ‖B k j‖ ^ 2 := Finset.sum_mul_sq_le_sq_mul_sq _ _ _
```

The reflection $U = 1-2P$ satisfies $U^\dagger U = 1-4P+4P^2 = 1$, so $\|UA\|^2 = \operatorname{tr}(A^\dagger U^\dagger U A) = \|A\|^2$. Both norms are nonnegative, so they are equal.

```lean
variable [DecidableEq n]

/-- For a Hermitian idempotent `P`, multiplication by the reflection `1 - 2P` preserves the
Frobenius norm. -/
theorem frobNorm_reflection {P : Matrix n n 𝕜} (hPh : P.IsHermitian) (hP : P * P = P)
    (A : Matrix n n 𝕜) : frobNorm ((1 - 2 * P) * A) = frobNorm A := by
  have hU : (1 - 2 * P)ᴴ * (1 - 2 * P) = 1 := by
    rw [two_mul, conjTranspose_sub, conjTranspose_add, conjTranspose_one, hPh.eq]
    simp only [mul_sub, sub_mul, mul_add, add_mul, one_mul, mul_one, hP]
    abel
  have h : ((frobNorm ((1 - 2 * P) * A) ^ 2 : ℝ) : 𝕜) = ((frobNorm A ^ 2 : ℝ) : 𝕜) := by
    rw [frobNorm_sq_eq_trace, frobNorm_sq_eq_trace, conjTranspose_mul, mul_assoc,
      ← mul_assoc (1 - 2 * P)ᴴ, hU, one_mul]
  exact (sq_eq_sq₀ (Real.sqrt_nonneg _) (Real.sqrt_nonneg _)).mp (RCLike.ofReal_injective h)
```

Therefore $\|N\| = \|(1-2P)D^2\| = \|D^2\| \le \|D\|^2$. The statement joins the identity and the bound. It requires `IsHermitian` only of $P$, and the ranks of $P$ and $Q$ may differ.

```lean
/-- Let `P` be a Hermitian idempotent, `Q` an idempotent and `D = Q - P`. The part of `D` outside
the tangent space at `P` is `(1 - 2P) D²`, and its Frobenius norm is at most `‖D‖²`. -/
theorem normalPart_second_order {P Q : Matrix n n 𝕜} (hPh : P.IsHermitian)
    (hP : P * P = P) (hQ : Q * Q = Q) :
    normalPart P (Q - P) = (1 - 2 * P) * (Q - P) ^ 2 ∧
      frobNorm (normalPart P (Q - P)) ≤ frobNorm (Q - P) ^ 2 := by
  refine ⟨normalPart_diff hP hQ, ?_⟩
  rw [normalPart_diff hP hQ, frobNorm_reflection hPh hP]
  simpa only [sq] using frobNorm_mul_le (Q - P) (Q - P)

end Norm
```

## One orbital rotated by an angle

The normalised orbital $v = (\cos\theta,\sin\theta)$ has density $vv^{\mathsf T}$.

```lean
/-- The density matrix of the orbital `(cos θ, sin θ)` in a space of two orbitals. -/
def orbitalDensity (θ : ℝ) : Matrix (Fin 2) (Fin 2) ℝ :=
  !![Real.cos θ ^ 2, Real.cos θ * Real.sin θ; Real.cos θ * Real.sin θ, Real.sin θ ^ 2]
```

It is symmetric, and $v^{\mathsf T}v=1$ makes it idempotent. The proof checks the four entries, for example $\cos^4\theta+\cos^2\theta\sin^2\theta=\cos^2\theta$.

```lean
/-- The density matrix of the orbital `(cos θ, sin θ)` is Hermitian and idempotent. -/
theorem orbitalDensity_witness (θ : ℝ) :
    (orbitalDensity θ).IsHermitian ∧ orbitalDensity θ * orbitalDensity θ = orbitalDensity θ := by
  constructor
  · exact Matrix.IsHermitian.ext fun i j => by
      fin_cases i <;> fin_cases j <;> simp [orbitalDensity]
  · have h := Real.sin_sq_add_cos_sq θ
    -- the four entries of the squared density
    have e00 : Real.cos θ ^ 2 * Real.cos θ ^ 2
        + Real.cos θ * Real.sin θ * (Real.cos θ * Real.sin θ) = Real.cos θ ^ 2 := by
      linear_combination Real.cos θ ^ 2 * h
    have e01 : Real.cos θ ^ 2 * (Real.cos θ * Real.sin θ)
        + Real.cos θ * Real.sin θ * Real.sin θ ^ 2 = Real.cos θ * Real.sin θ := by
      linear_combination Real.cos θ * Real.sin θ * h
    have e10 : Real.cos θ * Real.sin θ * Real.cos θ ^ 2
        + Real.sin θ ^ 2 * (Real.cos θ * Real.sin θ) = Real.cos θ * Real.sin θ := by
      linear_combination Real.cos θ * Real.sin θ * h
    have e11 : Real.cos θ * Real.sin θ * (Real.cos θ * Real.sin θ)
        + Real.sin θ ^ 2 * Real.sin θ ^ 2 = Real.sin θ ^ 2 := by
      linear_combination Real.sin θ ^ 2 * h
    rw [orbitalDensity, Matrix.mul_fin_two, e00, e01, e10, e11]
```

With $s=\sin\theta$ and $c=\cos\theta$, the change from angle $0$ is

$$D=\begin{pmatrix}-s^2&cs\\cs&s^2\end{pmatrix},\qquad N=\begin{pmatrix}-s^2&0\\0&s^2\end{pmatrix}.$$

So $\|D\|^2 = 2s^4+2c^2s^2 = 2s^2$ and $\|N\|^2=2s^4$. For $s\ne0$ the ratio $\|N\|/\|D\|^2$ is $1/\sqrt2$, so the error is of exactly second order. In the proof, `hs` writes out the norm and `hN` identifies the normal part with the diagonal.

```lean
/-- Rotating the occupied orbital by `θ` changes the density by `D` with `‖D‖² = 2 sin² θ`, and
the normal part of `D` has squared norm `2 sin⁴ θ`. -/
theorem rotation_normalPart (θ : ℝ) :
    frobNorm (orbitalDensity θ - orbitalDensity 0) ^ 2 = 2 * Real.sin θ ^ 2 ∧
      frobNorm (normalPart (orbitalDensity 0) (orbitalDensity θ - orbitalDensity 0)) ^ 2
        = 2 * Real.sin θ ^ 4 := by
  have hs : ∀ A : Matrix (Fin 2) (Fin 2) ℝ,
      frobNorm A ^ 2 = A 0 0 ^ 2 + A 0 1 ^ 2 + A 1 0 ^ 2 + A 1 1 ^ 2 := fun A => by
    rw [frobNorm, Real.sq_sqrt (by positivity)]
    simp [Fin.sum_univ_two, add_assoc]
  -- at this density the normal part is the diagonal part
  have hN : ∀ X : Matrix (Fin 2) (Fin 2) ℝ,
      normalPart (orbitalDensity 0) X = !![X 0 0, 0; 0, X 1 1] := fun X => by
    have hP0 : orbitalDensity 0 = !![1, 0; 0, 0] := by simp [orbitalDensity]
    ext i j
    simp only [normalPart, tangentPart, bracket, hP0, Matrix.sub_apply, Matrix.mul_apply,
      Fin.sum_univ_two]
    fin_cases i <;> fin_cases j <;> simp
  have hc : Real.cos θ ^ 2 = 1 - Real.sin θ ^ 2 := by
    linear_combination Real.sin_sq_add_cos_sq θ
  constructor
  · rw [hs]
    simp [orbitalDensity]
    simp only [mul_pow, hc]
    ring
  · rw [hN, hs]
    simp [orbitalDensity]
    simp only [hc]
    ring
```

At $\theta=30^\circ$, $D$ has diagonal $(-\tfrac14,\tfrac14)$ and off-diagonal entries $\tfrac{\sqrt3}{4}$. Then $\|D\|^2=\tfrac12$ and $\|N\|=\sqrt{1/8}\approx0.354$, below the bound $0.5$.

If the particle number may change, the constant $1$ in the bound is optimal: from $P=0$ to one occupied orbital, $N=D$ and $\|N\|=\|D\|^2=1$.

```lean
/-- Between the zero density and one occupied orbital, the difference and its normal part both
have norm one, so the quadratic bound holds with equality. -/
theorem added_particle_equality :
    frobNorm (orbitalDensity 0 - 0) = 1 ∧
      frobNorm (normalPart 0 (orbitalDensity 0 - 0)) = 1 := by
  constructor <;>
    simp [normalPart, tangentPart, bracket, frobNorm, orbitalDensity, Fin.sum_univ_two]

end

end DensityNormalPart
```

```lean
#print axioms DensityNormalPart.normalPart_orthogonal
-- 'DensityNormalPart.normalPart_orthogonal' depends on axioms: [propext, Classical.choice, Quot.sound]
#print axioms DensityNormalPart.normalPart_second_order
-- 'DensityNormalPart.normalPart_second_order' depends on axioms: [propext, Classical.choice, Quot.sound]
#print axioms DensityNormalPart.rotation_normalPart
-- 'DensityNormalPart.rotation_normalPart' depends on axioms: [propext, Classical.choice, Quot.sound]
#print axioms DensityNormalPart.added_particle_equality
-- 'DensityNormalPart.added_particle_equality' depends on axioms: [propext, Classical.choice, Quot.sound]
```
